# J₊ annihilates ∑ₘ cₘ eₘ ⊗ e₋ₘ exactly when cₘ = (-1)^(j-m) cⱼ

Join two spin-1/2 lines in an angular momentum diagram by summing over opposite magnetic quantum numbers, forget the signs, and the result is

e₊ ⊗ e₋ + e₋ ⊗ e₊,

where e₊ and e₋ are the states with m = 1/2 and m = -1/2. Divided by √2, this is the m = 0 triplet state and not the singlet. Rotating both spins by π/2 about the y axis turns it into -(e₊ ⊗ e₊ - e₋ ⊗ e₋), so a diagram closed in this way can depend on the choice of axes. Rotations about z don't reveal the error, because the total magnetic quantum number is zero with or without the signs.

The signs that are missing form the metric (-1)^(j-m). For two equal spins j, and for vectors that pair m with -m, the theorems below show that annihilation by the total raising operator forces this metric up to a constant factor, and that invariance under rotations about y alone forces it too. Here the eₘ have the standard phases, for which the nonzero matrix elements of J₊ are real and positive. The singlet of two equal angular momenta has the paired form, because its total magnetic quantum number is zero, so its relative signs are fixed.

```lean
import Mathlib

open Matrix
open scoped Kronecker

namespace SpinContractionMetric

noncomputable section
```

## Spin matrices and the paired vector

Let n = 2j be a natural number. The basis states eₘ are numbered by k = 0, …, n, the elements of `Fin (n + 1)`, with

m = k - n/2.

Hence j - m = n - k, and the state with -m has the reversed index n - k, written `k.rev`.

```lean
/-- The magnetic quantum number `m = k - j` of the basis state with index `k`, for `j = n/2`. -/
def mag (n k : ℕ) : ℝ := k - n / 2
```

In units of ħ, the raising operator takes eₘ to λₘ eₘ₊₁, with the ladder coefficient

λₘ = √(j(j+1) - m(m+1)).

```lean
/-- The ladder coefficient `√(j(j+1) - m(m+1))` for `j = n/2` and `m = k - j`,
used for `k ≤ n`. -/
def ladder (n k : ℕ) : ℝ :=
  √((n / 2 : ℝ) * (n / 2 + 1) - mag n k * (mag n k + 1))
```

As a matrix, J₊ has its nonzero elements where the row index is one more than the column index. Taking them real and positive is the standard phase convention. The sign pattern (-1)^(j-m) belongs to that convention; with other phases for the eₘ the pattern can be different.

```lean
/-- The standard spin-`n/2` raising matrix, taking `e_m` to
`√(j(j+1) - m(m+1)) e_(m+1)`. -/
def raising (n : ℕ) : Matrix (Fin (n + 1)) (Fin (n + 1)) ℂ :=
  Matrix.of fun a b => if (a : ℕ) = b + 1 then (ladder n b : ℂ) else 0
```

The lowering operator J₋ is the adjoint of J₊, and

J_y = (J₊ - J₋)/(2i).

```lean
/-- The spin component `J_y = (J₊ - J₋) / (2i)`, with `J₋` the adjoint of `J₊`. -/
def spinY (n : ℕ) : Matrix (Fin (n + 1)) (Fin (n + 1)) ℂ :=
  (1 / (2 * Complex.I)) • (raising n - (raising n)ᴴ)
```

A one-spin operator M acts on the two spins together as M ⊗ 1 + 1 ⊗ M. In Lean the tensor product is the Kronecker product, and its rows and columns are labelled by pairs of indices.

```lean
/-- The total operator `M ⊗ 1 + 1 ⊗ M` of two equal spins. -/
def total {n : ℕ} (M : Matrix (Fin (n + 1)) (Fin (n + 1)) ℂ) :
    Matrix (Fin (n + 1) × Fin (n + 1)) (Fin (n + 1) × Fin (n + 1)) ℂ :=
  M ⊗ₖ 1 + 1 ⊗ₖ M
```

The vector under study is

ψ = ∑ₘ cₘ eₘ ⊗ e₋ₘ,

with arbitrary complex coefficients. It is stored by components: cₘ at the pair (m, -m), and zero elsewhere. No normalisation is imposed. With all cₘ = 1 the norm is √(2j+1), so the normalised vector has coefficients 1/√(2j+1).

```lean
/-- The two-spin vector `∑ₘ c_m e_m ⊗ e_(-m)`, given by its components. -/
def pair {n : ℕ} (c : Fin (n + 1) → ℂ) : Fin (n + 1) × Fin (n + 1) → ℂ :=
  fun p => if p.2 = p.1.rev then c p.1 else 0
```

A rotation of both spins by θ about the y axis is exp(-iθJ_y), where J_y is now the total operator.

```lean
/-- The rotation `exp(-iθ J_y)` of both spins by the angle `θ` about the y axis. -/
def rotationY (n : ℕ) (θ : ℝ) :
    Matrix (Fin (n + 1) × Fin (n + 1)) (Fin (n + 1) × Fin (n + 1)) ℂ :=
  NormedSpace.exp (θ • ((-Complex.I) • total (spinY n)))
```

Another model would let the second factor transform as the dual of the first, with generators M ⊗ 1 - 1 ⊗ Mᵀ, and would pair each eₘ with its own dual vector. The invariant contraction would then have equal coefficients. The alternating sign would reappear when the dual vectors are identified with spin states.

## The amplitudes of J₊ψ

Apply M ⊗ 1 + 1 ⊗ M to ψ and read off the component along eₐ ⊗ e_b, where a and b are magnetic quantum numbers. In the first term the second spin is untouched, so only the summand with -m = b survives. In the second term the first spin is untouched, so m = a. The component is therefore

M(a, -b) c(-b) + M(b, -a) c(a).

The proof first reduces the double sum to the paired components, then picks the one surviving summand from each term.

```lean
/-- The components of a total one-spin operator applied to `∑ₘ c_m e_m ⊗ e_(-m)`. -/
theorem total_mulVec_pair {n : ℕ} (M : Matrix (Fin (n + 1)) (Fin (n + 1)) ℂ)
    (c : Fin (n + 1) → ℂ) (a b : Fin (n + 1)) :
    (total M *ᵥ pair c) (a, b) = M a b.rev * c b.rev + M b a.rev * c a := by
  -- only the components with opposite magnetic quantum numbers contribute
  have h : (total M *ᵥ pair c) (a, b) = ∑ x, total M (a, b) (x, x.rev) * c x := by
    simp [Matrix.mulVec, dotProduct, Fintype.sum_prod_type, pair]
  rw [h]
  simp only [total, Matrix.add_apply, Matrix.kroneckerMap_apply, add_mul,
    Finset.sum_add_distrib]
  congr 1
  · rw [Finset.sum_eq_single b.rev]
    · simp [Matrix.one_apply]
    · intro x _ hx
      have hb : b ≠ x.rev := fun e => hx (by rw [e, Fin.rev_rev])
      simp [hb]
    · simp
  · rw [Finset.sum_eq_single a]
    · simp
    · intro x _ hx
      simp [hx.symm]
    · simp
```

For J₊ the ladder coefficients are needed. Factorising gives

j(j+1) - m(m+1) = (j-m)(j+m+1) = (n-k)(k+1),

which is positive for every k < n, that is, for every state below the top one.

```lean
/-- The ladder coefficient is positive below the top state. -/
theorem ladder_pos {n k : ℕ} (hk : k < n) : 0 < ladder n k := by
  have h : (n / 2 : ℝ) * (n / 2 + 1) - mag n k * (mag n k + 1) = (k + 1) * (n - k) := by
    unfold mag
    ring
  have hk' : (k : ℝ) < n := by exact_mod_cast hk
  unfold ladder
  rw [h]
  exact Real.sqrt_pos.mpr (mul_pos (by positivity) (by linarith))
```

Replacing m by -m-1 leaves m(m+1) unchanged, since (-m-1)(-m) = m(m+1). The steps m → m+1 and -m-1 → -m thus have the same coefficient. In indices, the second step starts from n - (k+1).

```lean
/-- The steps `m → m+1` and `-m-1 → -m` have the same ladder coefficient. -/
theorem ladder_reflect {n k : ℕ} (hk : k < n) : ladder n (n - (k + 1)) = ladder n k := by
  unfold ladder mag
  rw [Nat.cast_sub (Nat.succ_le_of_lt hk)]
  congr 1
  push_cast
  ring
```

Now put a = m+1 and b = -m in the component formula:

λₘ cₘ + λ₋ₘ₋₁ cₘ₊₁ = λₘ(cₘ + cₘ₊₁).

There are two ways to reach eₘ₊₁ ⊗ e₋ₘ: raise the first spin of eₘ ⊗ e₋ₘ, or the second spin of eₘ₊₁ ⊗ e₋ₘ₋₁. They carry equal weights. In the Lean statement `k : Fin n` numbers the n steps of the ladder; `k.castSucc` is its lower end m and `k.succ` its upper end m+1.

```lean
/-- The component of `J₊ ∑ₘ c_m e_m ⊗ e_(-m)` along `e_(m+1) ⊗ e_(-m)` is the ladder
coefficient times `c_m + c_(m+1)`. -/
theorem raising_amplitude {n : ℕ} (c : Fin (n + 1) → ℂ) (k : Fin n) :
    (total (raising n) *ᵥ pair c) (k.succ, k.castSucc.rev) =
      ladder n k * (c k.castSucc + c k.succ) := by
  have e1 : (k.castSucc : ℕ) = k := rfl
  have e2 : (k.succ : ℕ) = k + 1 := rfl
  have hk := k.isLt
  have hw : (k.succ.rev : ℕ) = n - (k + 1) := by
    rw [Fin.val_rev, e2]
    omega
  have hv : (k.castSucc.rev : ℕ) = (k.succ.rev : ℕ) + 1 := by
    rw [hw, Fin.val_rev, e1]
    omega
  have h1 : raising n k.succ k.castSucc = ladder n k := by
    simp [raising]
  have h2 : raising n k.castSucc.rev k.succ.rev = ladder n k := by
    simp only [raising, Matrix.of_apply]
    rw [if_pos hv, hw, ladder_reflect hk]
  rw [total_mulVec_pair, Fin.rev_rev, h1, h2]
  ring
```

## Cancelling neighbours force the metric

Suppose that cₘ + cₘ₊₁ = 0 for every step. Set c₀ = cⱼ, the coefficient of the top state, and go down. Each step changes the sign and raises j - m by one, so

cₘ = c₀(-1)^(j-m).

Conversely, neighbouring coefficients of this form have opposite signs and add to zero. The descent is `Fin.reverseInduction`, which starts from the last index. The constant c₀ is an overall factor, not the coefficient cₘ at m = 0. It may be zero, in which case ψ = 0.

```lean
/-- Neighbouring coefficients cancel, `c_m + c_(m+1) = 0`, exactly when
`c_m = c₀ (-1)^(j-m)` for a constant `c₀`. -/
theorem alternating_iff {n : ℕ} (c : Fin (n + 1) → ℂ) :
    (∀ k : Fin n, c k.castSucc + c k.succ = 0) ↔
      ∃ c₀ : ℂ, ∀ k : Fin (n + 1), c k = c₀ * (-1) ^ (n - (k : ℕ)) := by
  have step : ∀ k : Fin n, n - (k.castSucc : ℕ) = n - (k.succ : ℕ) + 1 := by
    intro k
    have hk := k.isLt
    change n - (k : ℕ) = n - ((k : ℕ) + 1) + 1
    omega
  constructor
  · intro h
    refine ⟨c (Fin.last n), fun k => ?_⟩
    -- descend from the top state m = j
    induction k using Fin.reverseInduction with
    | last => simp
    | cast i ih =>
      rw [step i, pow_succ]
      linear_combination h i - ih
  · rintro ⟨c₀, h⟩ k
    rw [h k.castSucc, h k.succ, step k, pow_succ]
    ring
```

The main equivalence follows. If J₊ψ = 0, every amplitude λₘ(cₘ + cₘ₊₁) vanishes, and dividing by λₘ > 0 gives the recurrence. In the other direction, the recurrence removes all amplitudes at (m+1, -m). No others can occur: ψ has total magnetic quantum number 0, so J₊ψ has total magnetic quantum number 1. In indices this condition is a + b = n + 1, and the proof splits into cases according to whether it holds.

The theorem says that, for every n and every choice of coefficients, `total (raising n) *ᵥ pair c = 0` holds if and only if some complex c₀ gives cₘ = c₀(-1)^(j-m) for all m.

```lean
/-- The vector `∑ₘ c_m e_m ⊗ e_(-m)` is annihilated by the total raising operator exactly
when `c_m = c₀ (-1)^(j-m)` for a constant `c₀`; here `j - m = n - k`. -/
theorem raising_annihilates_iff {n : ℕ} (c : Fin (n + 1) → ℂ) :
    total (raising n) *ᵥ pair c = 0 ↔
      ∃ c₀ : ℂ, ∀ k : Fin (n + 1), c k = c₀ * (-1) ^ (n - (k : ℕ)) := by
  rw [← alternating_iff]
  constructor
  · intro h k
    have hk := congrFun h (k.succ, k.castSucc.rev)
    rw [raising_amplitude, Pi.zero_apply] at hk
    have hl : (ladder n k : ℂ) ≠ 0 := Complex.ofReal_ne_zero.mpr (ladder_pos k.isLt).ne'
    exact (mul_eq_zero.mp hk).resolve_left hl
  · intro h
    ext ⟨a, b⟩
    have ha := a.isLt
    have hb := b.isLt
    by_cases hab : (a : ℕ) + b = n + 1
    · obtain ⟨k, rfl, rfl⟩ : ∃ k : Fin n, a = k.succ ∧ b = k.castSucc.rev := by
        refine ⟨⟨a - 1, by omega⟩, Fin.ext ?_, Fin.ext ?_⟩
        · change (a : ℕ) = a - 1 + 1
          omega
        · rw [Fin.val_rev]
          change (b : ℕ) = n + 1 - (a - 1 + 1)
          omega
      rw [raising_amplitude, h k, mul_zero, Pi.zero_apply]
    · -- components with total magnetic quantum number other than 1 vanish
      have n1 : ¬ (a : ℕ) = (b.rev : ℕ) + 1 := by
        rw [Fin.val_rev]
        omega
      have n2 : ¬ (b : ℕ) = (a.rev : ℕ) + 1 := by
        rw [Fin.val_rev]
        omega
      rw [total_mulVec_pair]
      simp only [raising, Matrix.of_apply, if_neg n1, if_neg n2, zero_mul, add_zero,
        Pi.zero_apply]
```

For j = 0 there is one coefficient, J₊ is zero, and the condition holds for any value of it. For j = 1/2 there is one step, with λ = 1, and J₊ψ is the sum of the two coefficients times e₊ ⊗ e₊. It vanishes only for multiples of e₊ ⊗ e₋ - e₋ ⊗ e₊, which becomes the normalised singlet on division by √2.

## Finite rotations about the y axis

To pass from finite rotations to generators, let G be a matrix with exp(θG)ψ = ψ for every real θ. The right side is constant, so differentiating at θ = 0 gives

Gψ = 0.

In Lean the matrices are given a norm so that the derivative makes sense, and the linear map M ↦ Mψ carries the derivative of the exponential over to the vector. Uniqueness of the derivative then equates it with zero.

```lean
/-- A vector fixed by `exp(θG)` for every real `θ` is annihilated by the generator `G`. -/
theorem generator_annihilates {ι : Type*} [Fintype ι] [DecidableEq ι]
    (G : Matrix ι ι ℂ) (ψ : ι → ℂ)
    (h : ∀ θ : ℝ, NormedSpace.exp (θ • G) *ᵥ ψ = ψ) : G *ᵥ ψ = 0 := by
  let _ : NormedRing (Matrix ι ι ℂ) := Matrix.linftyOpNormedRing
  let _ : NormedAlgebra ℝ (Matrix ι ι ℂ) := Matrix.linftyOpNormedAlgebra
  let L : Matrix ι ι ℂ →ₗ[ℝ] (ι → ℂ) :=
    { toFun := fun M => M *ᵥ ψ
      map_add' := fun M N => Matrix.add_mulVec M N ψ
      map_smul' := fun r M => Matrix.smul_mulVec r M ψ }
  -- differentiate the invariance condition at θ = 0
  have hd := hasDerivAt_exp_smul_const (𝕂 := ℝ) G (0 : ℝ)
  have hL := (LinearMap.toContinuousLinearMap L).hasFDerivAt.comp_hasDerivAt (0 : ℝ) hd
  have hc : HasDerivAt (fun _ : ℝ => ψ) (L (NormedSpace.exp ((0 : ℝ) • G) * G)) 0 :=
    hL.congr_of_eventuallyEq (Filter.Eventually.of_forall fun θ => (h θ).symm)
  have h0 := hc.unique (hasDerivAt_const (0 : ℝ) ψ)
  rw [zero_smul, NormedSpace.exp_zero, one_mul] at h0
  exact h0
```

With G = -iJ_y, invariance under all y rotations gives J_yψ = 0. Take the component along eₘ₊₁ ⊗ e₋ₘ, whose total magnetic quantum number is 1. The vector J₋ψ has total magnetic quantum number -1 and contributes nothing there, so

(1/(2i)) λₘ(cₘ + cₘ₊₁) = 0.

Neither prefactor is zero, and the recurrence returns. In the proof, `z1` and `z2` are the two vanishing matrix elements of J₋.

The theorem goes from invariance to the alternating metric. The converse is true as well, because J₋ also annihilates the alternating vector and therefore J_y does, but it is not proved in Lean here.

```lean
/-- If every rotation about the y axis fixes `∑ₘ c_m e_m ⊗ e_(-m)`, then
`c_m = c₀ (-1)^(j-m)` for a constant `c₀`. -/
theorem alternating_of_rotation_invariant {n : ℕ} (c : Fin (n + 1) → ℂ)
    (h : ∀ θ : ℝ, rotationY n θ *ᵥ pair c = pair c) :
    ∃ c₀ : ℂ, ∀ k : Fin (n + 1), c k = c₀ * (-1) ^ (n - (k : ℕ)) := by
  rw [← alternating_iff]
  intro k
  have h0 := congrFun (generator_annihilates _ _ h) (k.succ, k.castSucc.rev)
  rw [Matrix.smul_mulVec, Pi.smul_apply, Pi.zero_apply, smul_eq_mul] at h0
  have hy := (mul_eq_zero.mp h0).resolve_left (neg_ne_zero.mpr Complex.I_ne_zero)
  have hr := raising_amplitude c k
  rw [total_mulVec_pair, Fin.rev_rev] at hy hr
  have e1 : (k.castSucc : ℕ) = k := rfl
  have e2 : (k.succ : ℕ) = k + 1 := rfl
  have hk := k.isLt
  -- the lowering part does not reach this component
  have n1 : ¬ (k.castSucc : ℕ) = (k.succ : ℕ) + 1 := by omega
  have n2 : ¬ (k.succ.rev : ℕ) = (k.castSucc.rev : ℕ) + 1 := by
    rw [Fin.val_rev, Fin.val_rev, e1, e2]
    omega
  have z1 : (raising n)ᴴ k.succ k.castSucc = 0 := by
    simp only [Matrix.conjTranspose_apply, raising, Matrix.of_apply, if_neg n1, star_zero]
  have z2 : (raising n)ᴴ k.castSucc.rev k.succ.rev = 0 := by
    simp only [Matrix.conjTranspose_apply, raising, Matrix.of_apply, if_neg n2, star_zero]
  simp only [spinY, Matrix.smul_apply, Matrix.sub_apply, z1, z2, sub_zero,
    smul_eq_mul] at hy
  have hp : (1 / (2 * Complex.I)) * (ladder n k * (c k.castSucc + c k.succ)) = 0 := by
    linear_combination hy - (1 / (2 * Complex.I)) * hr
  have hi : (1 / (2 * Complex.I)) ≠ 0 :=
    one_div_ne_zero (mul_ne_zero two_ne_zero Complex.I_ne_zero)
  have hl : (ladder n k : ℂ) ≠ 0 := Complex.ofReal_ne_zero.mpr (ladder_pos hk).ne'
  exact (mul_eq_zero.mp ((mul_eq_zero.mp hp).resolve_left hi)).resolve_left hl
```

## The contraction with all coefficients equal to one

Let cₘ = 1 for all m. If j ≥ 1/2 there is at least one step on the ladder, and on it

cₘ + cₘ₊₁ = 2 ≠ 0.

The coefficients are therefore not of the alternating form. By the equivalence J₊ψ ≠ 0, and by the rotation theorem the y rotations cannot all leave ψ fixed. The second conclusion is reached by contradiction, so it provides an angle θ without naming one. The hypothesis `1 ≤ n` is j ≥ 1/2; for j = 0 the contraction is the single vector e₀ ⊗ e₀, which every rotation leaves alone.

```lean
/-- For `j ≥ 1/2` the contraction `∑ₘ e_m ⊗ e_(-m)` without the metric is not annihilated by
the total raising operator, and some rotation about the y axis changes it. -/
theorem unit_contraction_not_invariant {n : ℕ} (hn : 1 ≤ n) :
    total (raising n) *ᵥ pair (fun _ => 1) ≠ 0 ∧
      ∃ θ : ℝ, rotationY n θ *ᵥ pair (fun _ => 1) ≠ pair (fun _ => 1) := by
  have key : ¬ ∃ c₀ : ℂ, ∀ k : Fin (n + 1), (1 : ℂ) = c₀ * (-1) ^ (n - (k : ℕ)) := by
    intro h
    have h2 := (alternating_iff (fun _ : Fin (n + 1) => (1 : ℂ))).mpr h ⟨0, hn⟩
    norm_num at h2
  refine ⟨fun h => key ((raising_annihilates_iff _).mp h), ?_⟩
  by_contra hcon
  push Not at hcon
  exact key (alternating_of_rotation_invariant _ hcon)

end

end SpinContractionMetric
```

```lean
#print axioms SpinContractionMetric.raising_annihilates_iff
-- 'SpinContractionMetric.raising_annihilates_iff' depends on axioms: [propext, Classical.choice, Quot.sound]
#print axioms SpinContractionMetric.unit_contraction_not_invariant
-- 'SpinContractionMetric.unit_contraction_not_invariant' depends on axioms: [propext, Classical.choice, Quot.sound]
```
